# The image error of a planar defect with Friedel tails A cos(2kR)/R² changes sign with cell length

Let a planar defect have the Friedel tail A cos(2kR)/R² at distance R, with A > 0 and k > 0, and let the tails of its periodic images at ±L, ±2L, … add linearly. Their sum E at the defect plane then satisfies L²E = 2Aπ²(t² − t + 1/6), where t is the fractional part of kL/π, and it is negative exactly when |t − 1/2| < 1/(2√3).

```lean
import Mathlib

open Real

namespace PlanarDefectImages

noncomputable section

/-- Friedel tail `A cos(2kR)/R²` of a planar defect at signed distance `R ≠ 0`. -/
def friedelTail (A k R : ℝ) : ℝ := A * Real.cos (2 * k * R) / R ^ 2

/-- Image error at a defect plane: the summed Friedel tails of its periodic images at
`±L, ±2L, ...`, for cell length `L ≠ 0`. -/
def imageError (A k L : ℝ) : ℝ :=
  ∑' n : ℕ, (friedelTail A k ((n + 1) * L) + friedelTail A k (-((n + 1) * L)))

/-- Phase of the cell: the fractional part of `kL/π`. -/
def cellPhase (k L : ℝ) : ℝ := Int.fract (k * L / π)

/-- For `0 ≤ x ≤ 2π` the sum of `cos(nx)/n²` over `n ≥ 1` converges to
`π²/6 - πx/2 + x²/4`. -/
theorem hasSum_cos_div_sq {x : ℝ} (h0 : 0 ≤ x) (h1 : x ≤ 2 * π) :
    HasSum (fun n : ℕ => Real.cos ((n + 1) * x) / ((n : ℝ) + 1) ^ 2)
      (π ^ 2 / 6 - π * x / 2 + x ^ 2 / 4) := by
  have hpi : π ≠ 0 := Real.pi_ne_zero
  have b2 : bernoulli 2 = 1 / 6 :=
    (bernoulli_eq_bernoulli'_of_ne_one (by norm_num)).trans bernoulli'_two
  -- the second Bernoulli polynomial
  have hB (t : ℝ) : (Polynomial.map (algebraMap ℚ ℝ) (Polynomial.bernoulli 2)).eval t
      = t ^ 2 - t + 1 / 6 := by
    simp only [Polynomial.bernoulli, Finset.sum_range_succ, Finset.sum_range_zero,
      Polynomial.map_add, Polynomial.map_zero, Polynomial.map_monomial, Polynomial.eval_add,
      Polynomial.eval_zero, Polynomial.eval_monomial, bernoulli_zero, bernoulli_one, b2]
    norm_num [Nat.choose]
    ring
  have h := hasSum_one_div_nat_pow_mul_cos (k := 1) one_ne_zero (x := x / (2 * π))
    ⟨by positivity, by rw [div_le_one (by positivity)]; exact h1⟩
  simp only [mul_one] at h
  rw [hB] at h
  -- drop the zeroth term
  have h' := (hasSum_nat_add_iff' 1).mpr h
  rw [Finset.sum_range_one] at h'
  have hfun : (fun n : ℕ => Real.cos ((n + 1) * x) / ((n : ℝ) + 1) ^ 2) =
      fun n : ℕ => 1 / ((n + 1 : ℕ) : ℝ) ^ 2 *
        Real.cos (2 * π * ((n + 1 : ℕ) : ℝ) * (x / (2 * π))) := by
    funext n
    have e : 2 * π * ((n + 1 : ℕ) : ℝ) * (x / (2 * π)) = (n + 1) * x := by
      push_cast
      field_simp
    rw [e]
    push_cast
    ring
  have hval : π ^ 2 / 6 - π * x / 2 + x ^ 2 / 4 =
      (-1 : ℝ) ^ (1 + 1) * (2 * π) ^ 2 / 2 / ((Nat.factorial 2 : ℕ) : ℝ) *
        ((x / (2 * π)) ^ 2 - x / (2 * π) + 1 / 6) -
      1 / ((0 : ℕ) : ℝ) ^ 2 * Real.cos (2 * π * ((0 : ℕ) : ℝ) * (x / (2 * π))) := by
    have hf : ((Nat.factorial 2 : ℕ) : ℝ) = 2 := by norm_num [Nat.factorial]
    rw [hf]
    simp only [Nat.cast_zero, ne_eq, OfNat.ofNat_ne_zero, not_false_eq_true, zero_pow,
      div_zero, zero_mul, sub_zero]
    field_simp
    ring
  rw [hfun, hval]
  exact h'

/-- The parabola `π²/6 - πx/2 + x²/4` is negative exactly when `|x - π| < π/√3`. -/
theorem parabola_neg_iff (x : ℝ) :
    π ^ 2 / 6 - π * x / 2 + x ^ 2 / 4 < 0 ↔ |x - π| < π / √3 := by
  have hc : 0 < π / √3 := by positivity
  have hc2 : (π / √3) ^ 2 = π ^ 2 / 3 := by
    rw [div_pow, Real.sq_sqrt (by norm_num)]
  have h := sq_lt_sq (a := x - π) (b := π / √3)
  rw [abs_of_pos hc, hc2] at h
  rw [← h]
  constructor <;> intro h <;> nlinarith

/-- For `0 ≤ x ≤ 2π` the sum of `cos(nx)/n²` over `n ≥ 1` is negative exactly when
`|x - π| < π/√3`. -/
theorem cos_sum_neg_iff {x : ℝ} (h0 : 0 ≤ x) (h1 : x ≤ 2 * π) :
    ∑' n : ℕ, Real.cos ((n + 1) * x) / ((n : ℝ) + 1) ^ 2 < 0 ↔ |x - π| < π / √3 := by
  rw [(hasSum_cos_div_sq h0 h1).tsum_eq, parabola_neg_iff]

/-- For every cell length `L > 0` the image series converges, and `L²` times the image error
is `2Aπ²(t² - t + 1/6)`, where `t` is the phase of the cell. -/
theorem imageError_closed_form (A k : ℝ) {L : ℝ} (hL : 0 < L) :
    Summable (fun n : ℕ =>
      friedelTail A k ((n + 1) * L) + friedelTail A k (-((n + 1) * L))) ∧
    L ^ 2 * imageError A k L =
      2 * A * π ^ 2 * (cellPhase k L ^ 2 - cellPhase k L + 1 / 6) := by
  have hL0 : L ≠ 0 := hL.ne'
  have t0 : 0 ≤ cellPhase k L := Int.fract_nonneg _
  have t1 : cellPhase k L < 1 := Int.fract_lt_one _
  have hm : k * L = π * (cellPhase k L + ⌊k * L / π⌋) := by
    rw [cellPhase, Int.fract_add_floor, mul_div_cancel₀ _ Real.pi_ne_zero]
  have h := (hasSum_cos_div_sq (x := 2 * π * cellPhase k L) (by positivity)
    (by nlinarith [Real.pi_pos])).mul_left (2 * A / L ^ 2)
  have hfun : (fun n : ℕ =>
      friedelTail A k ((n + 1) * L) + friedelTail A k (-((n + 1) * L))) =
      fun n : ℕ => 2 * A / L ^ 2 *
        (Real.cos ((n + 1) * (2 * π * cellPhase k L)) / ((n : ℝ) + 1) ^ 2) := by
    funext n
    -- whole turns of the phase do not matter
    have hc : Real.cos ((n + 1) * (2 * π * cellPhase k L))
        = Real.cos (2 * k * ((n + 1) * L)) := by
      rw [← Real.cos_sub_int_mul_two_pi (2 * k * ((n + 1) * L)) ((n + 1) * ⌊k * L / π⌋)]
      congr 1
      push_cast
      linear_combination (-2 * ((n : ℝ) + 1)) * hm
    have hn : (n : ℝ) + 1 ≠ 0 := by positivity
    simp only [friedelTail]
    rw [hc, mul_neg, Real.cos_neg, neg_sq]
    generalize Real.cos (2 * k * ((n + 1) * L)) = c
    field_simp
    ring
  have h2 : HasSum (fun n : ℕ =>
      friedelTail A k ((n + 1) * L) + friedelTail A k (-((n + 1) * L)))
      (2 * A / L ^ 2 * (π ^ 2 / 6 - π * (2 * π * cellPhase k L) / 2 +
        (2 * π * cellPhase k L) ^ 2 / 4)) := by
    rw [hfun]
    exact h
  refine ⟨h2.summable, ?_⟩
  rw [imageError, h2.tsum_eq]
  field_simp
  ring

/-- For `A > 0` and `L > 0` the image error is negative exactly when the phase of the cell is less
than `1/(2√3)` away from `1/2`, and it vanishes exactly when the distance equals `1/(2√3)`. -/
theorem imageError_sign {A L : ℝ} (k : ℝ) (hA : 0 < A) (hL : 0 < L) :
    (imageError A k L < 0 ↔ |cellPhase k L - 1 / 2| < 1 / (2 * √3)) ∧
    (imageError A k L = 0 ↔ |cellPhase k L - 1 / 2| = 1 / (2 * √3)) := by
  have hE := (imageError_closed_form A k hL).2
  have hD : 0 < 2 * A * π ^ 2 := by positivity
  have hL2 : 0 < L ^ 2 := by positivity
  have hc : 0 < 1 / (2 * √3) := by positivity
  have hc2 : (1 / (2 * √3)) ^ 2 = 1 / 12 := by
    rw [div_pow, mul_pow, Real.sq_sqrt (by norm_num)]
    norm_num
  have hlt := sq_lt_sq (a := cellPhase k L - 1 / 2) (b := 1 / (2 * √3))
  have heq := sq_eq_sq_iff_abs_eq_abs (cellPhase k L - 1 / 2) (1 / (2 * √3))
  rw [abs_of_pos hc, hc2] at hlt heq
  rw [← hlt, ← heq]
  refine ⟨⟨fun h => ?_, fun h => ?_⟩, ⟨fun h => ?_, fun h => ?_⟩⟩
  · by_contra hq
    have h3 := mul_neg_of_pos_of_neg hL2 h
    have h4 := mul_nonneg hD.le (sub_nonneg.mpr (not_lt.mp hq))
    linarith
  · by_contra hq
    have h3 := mul_nonneg hL2.le (not_lt.mp hq)
    have h4 := mul_pos hD (sub_pos.mpr h)
    linarith
  · rw [h, mul_zero] at hE
    have h3 := (mul_eq_zero.mp hE.symm).resolve_left hD.ne'
    linarith
  · have h3 : L ^ 2 * imageError A k L = 0 := by
      rw [hE]
      linear_combination (2 * A * π ^ 2) * h
    exact (mul_eq_zero.mp h3).resolve_left hL2.ne'

/-- For positive `A`, `k`, `L` with `2kL ≤ 2π`, the image error is negative exactly when
`|2kL - π| < π/√3`. -/
theorem imageError_neg_iff_short_cell {A k L : ℝ} (hA : 0 < A) (hk : 0 < k) (hL : 0 < L)
    (h : 2 * k * L ≤ 2 * π) :
    imageError A k L < 0 ↔ |2 * k * L - π| < π / √3 := by
  have hE := (imageError_closed_form A k hL).2
  have hL2 : 0 < L ^ 2 := by positivity
  -- the phase is kL/π, except at the end point, where the parabola has the same value
  have hq : π ^ 2 * (cellPhase k L ^ 2 - cellPhase k L) = (k * L) ^ 2 - π * (k * L) := by
    rcases lt_or_eq_of_le (show k * L ≤ π by linarith) with h1 | h1
    · have ht : cellPhase k L = k * L / π :=
        Int.fract_eq_self.mpr ⟨by positivity, (div_lt_one Real.pi_pos).mpr h1⟩
      have hu : π * cellPhase k L = k * L := by
        rw [ht, mul_div_cancel₀ _ Real.pi_ne_zero]
      linear_combination (π * cellPhase k L + k * L - π) * hu
    · have ht : cellPhase k L = 0 := by
        rw [cellPhase, h1, div_self Real.pi_ne_zero, Int.fract_one]
      rw [ht, h1]
      ring
  have hP : L ^ 2 * imageError A k L =
      2 * A * (π ^ 2 / 6 - π * (2 * k * L) / 2 + (2 * k * L) ^ 2 / 4) := by
    linear_combination hE + 2 * A * hq
  rw [← parabola_neg_iff]
  constructor
  · intro h3
    by_contra h4
    have h5 := mul_neg_of_pos_of_neg hL2 h3
    have h6 := mul_nonneg (by positivity : 0 ≤ 2 * A) (not_lt.mp h4)
    linarith
  · intro h3
    by_contra h4
    have h5 := mul_neg_of_pos_of_neg (by positivity : 0 < 2 * A) h3
    have h6 := mul_nonneg hL2.le (not_lt.mp h4)
    linarith

/-- For `A > 0` and `L > 0`, `L²` times the image error lies between `-Aπ²/6` and `Aπ²/3`, and
it reaches the upper bound exactly when the phase of the cell is zero. -/
theorem imageError_envelope {A L : ℝ} (k : ℝ) (hA : 0 < A) (hL : 0 < L) :
    -(A * π ^ 2 / 6) ≤ L ^ 2 * imageError A k L ∧
    L ^ 2 * imageError A k L ≤ A * π ^ 2 / 3 ∧
    (L ^ 2 * imageError A k L = A * π ^ 2 / 3 ↔ cellPhase k L = 0) := by
  rw [(imageError_closed_form A k hL).2]
  have t0 : 0 ≤ cellPhase k L := Int.fract_nonneg _
  have t1 : 0 < 1 - cellPhase k L := sub_pos.mpr (Int.fract_lt_one _)
  have hD : 0 < 2 * A * π ^ 2 := by positivity
  refine ⟨?_, ?_, fun h => ?_, fun h => ?_⟩
  · have h := mul_nonneg hD.le (sq_nonneg (cellPhase k L - 1 / 2))
    linarith
  · have h := mul_nonneg hD.le (mul_nonneg t0 t1.le)
    linarith
  · have h3 : 2 * A * π ^ 2 * (cellPhase k L * (1 - cellPhase k L)) = 0 := by
      linear_combination -h
    have h4 := (mul_eq_zero.mp h3).resolve_left hD.ne'
    exact (mul_eq_zero.mp h4).resolve_right t1.ne'
  · rw [h]
    ring

end

end PlanarDefectImages
```

```lean
#print axioms PlanarDefectImages.cos_sum_neg_iff
#print axioms PlanarDefectImages.imageError_sign
#print axioms PlanarDefectImages.imageError_neg_iff_short_cell
#print axioms PlanarDefectImages.imageError_envelope
```

```
'PlanarDefectImages.cos_sum_neg_iff' depends on axioms: [propext, Classical.choice, Quot.sound]
'PlanarDefectImages.imageError_sign' depends on axioms: [propext, Classical.choice, Quot.sound]
'PlanarDefectImages.imageError_neg_iff_short_cell' depends on axioms: [propext, Classical.choice, Quot.sound]
'PlanarDefectImages.imageError_envelope' depends on axioms: [propext, Classical.choice, Quot.sound]
```

## Tail, image sum and cell phase

The three definitions carry the physics. `friedelTail A k R` is the tail at signed distance R from a defect plane, with amplitude A and wave number k. In a uniform electron gas k is the Fermi wave number, so the tail oscillates with wave number 2k. `imageError A k L` is the quantity E: it adds the tails of the two images at distance (n + 1)L, one on each side, over n = 0, 1, 2, …. Below, m = n + 1 numbers these pairs from 1. `cellPhase k L` is t, which satisfies 0 ≤ t < 1.

The theorems say the following.

- `hasSum_cos_div_sq`: for 0 ≤ x ≤ 2π, the series of cos(mx)/m² over m ≥ 1 converges to π²/6 − πx/2 + x²/4.
- `parabola_neg_iff` and `cos_sum_neg_iff`: this parabola is negative exactly when |x − π| < π/√3, and so is the sum for x in the stated range.
- `imageError_closed_form`: for L > 0 and any real A and k, the image series converges and L²E has the closed form above.
- `imageError_sign`: for A, L > 0, the error is negative exactly when |t − 1/2| < 1/(2√3), and zero exactly when equality holds.
- `imageError_neg_iff_short_cell`: for A, k, L > 0 and 2kL ≤ 2π, the error is negative exactly when |2kL − π| < π/√3.
- `imageError_envelope`: for A, L > 0, L²E lies between −Aπ²/6 and Aπ²/3, and equals the upper bound exactly when t = 0.

## An asymptotic tail in linear superposition

The form of the tail is assumed, not derived from the electron gas. It stands for the leading oscillation far from the plane, and the model uses it at every image distance, including the nearest one, L. The amplitude A is a postulated constant that represents how strongly the defect scatters electrons; its units decide whether E is a density or another quantity with the same tail. A general defect also has a phase shift inside the cosine, which is set to zero here. Linear superposition means that the images do not alter one another's tails, and no damping by temperature or disorder is included.

For supercell calculations of planar defects, this superposition model implies that a longer cell can have a larger error than a shorter one, or an error of the opposite sign. With k > 0, cell lengths that differ by multiples of π/k share the same t, and along such a sequence E is a fixed constant divided by L².

## The cosine sum is a parabola

Take B(t) = t² − t + 1/6 on 0 ≤ t ≤ 1. Its mean is 1/3 − 1/2 + 1/6 = 0, and its sine coefficients vanish because B(1 − t) = B(t). For m ≥ 1, two integrations by parts give the cosine coefficient:

2 ∫₀¹ B(t) cos(2πmt) dt = −(1/(πm)) ∫₀¹ (2t − 1) sin(2πmt) dt

∫₀¹ (2t − 1) sin(2πmt) dt = −1/(πm)

The coefficient is therefore 1/(π²m²). Since B(0) = B(1), the periodic extension of B is continuous, and the coefficients are absolutely summable, so the Fourier series converges to B everywhere:

Σ_{m≥1} cos(2πmt)/m² = π²(t² − t + 1/6)

Setting t = x/(2π) gives

Σ_{m≥1} cos(mx)/m² = π²/6 − πx/2 + x²/4, for 0 ≤ x ≤ 2π.

In `hasSum_cos_div_sq` the Fourier series comes from Mathlib's `hasSum_one_div_nat_pow_mul_cos`, which is stated for Bernoulli polynomials. The step `hB` evaluates the second one as t² − t + 1/6. Mathlib's series starts at index 0, where Lean's convention for division by zero makes the term 0, and `hasSum_nat_add_iff'` removes it. Then `hfun` and `hval` match the terms and the value to the form in x.

Completing the square gives the sign:

π²/6 − πx/2 + x²/4 = (x − π)²/4 − π²/12

This is negative exactly when (x − π)² < π²/3, that is, when |x − π| < π/√3. In `parabola_neg_iff`, `sq_lt_sq` passes between the squares and the absolute values, and `nlinarith` does the remaining algebra. `cos_sum_neg_iff` replaces the sum by its value and applies this result.

## Whole turns drop out of the phase

The cosine and R² are both even in R, so the pair of images at ±mL contributes

2A cos(2kmL)/(m²L²).

Let N be the integer part of kL/π, so that kL = π(N + t). Then

2kmL = 2πmN + 2πmt.

The first term is a whole number of turns and does not change the cosine. With x = 2πt, which lies between 0 and 2π, the parabola gives

L²E = 2A Σ_{m≥1} cos(2πmt)/m² = 2Aπ²(t² − t + 1/6).

In `imageError_closed_form`, `hm` is the splitting of kL, and `Real.cos_sub_int_mul_two_pi` removes the whole turns. The cosine series is multiplied by 2A/L², and `hfun` identifies its terms with the image pairs. The resulting `h2` supplies both the convergence and the value of the sum.

## Signs, short cells and bounds

Completing the square in t gives

L²E = 2Aπ²((t − 1/2)² − 1/12).

Because L² and 2Aπ² are positive, E has the sign of the bracket. It is negative when |t − 1/2| < 1/(2√3), zero at equality and positive otherwise. The error thus vanishes at two phases, t = 1/2 ± 1/(2√3), or about 0.211 and 0.789. The proof of `imageError_sign` obtains the two comparisons from `sq_lt_sq` and `sq_eq_sq_iff_abs_eq_abs`. For the strict inequality it assumes the opposite sign and reaches a contradiction through products of signed factors; for the zero it cancels the positive factors.

For k, L > 0, the condition 2kL ≤ 2π means that L is at most one period π/k of the tail. The assumed tail is meant for large distances, so this case describes the model formula and is not a guide to real supercells. There are two cases. If kL < π, then t = kL/π. If kL = π, then t = 0, but the parabola takes the same value at phases 0 and 1. Both cases give

L²E = 2A(π²/6 − π(2kL)/2 + (2kL)²/4),

and the sign condition is the earlier one with x = 2kL. In `imageError_neg_iff_short_cell`, `hq` contains the two cases and `hP` is the displayed formula.

The bounds follow from two identities:

L²E + Aπ²/6 = 2Aπ²(t − 1/2)²

Aπ²/3 − L²E = 2Aπ² t(1 − t)

Both right-hand sides are nonnegative. The second is zero only if t = 0 or t = 1, and t < 1 leaves t = 0. Cells with kL a multiple of π therefore have the largest value of L²E, since all the image tails then arrive at a crest. `imageError_envelope` uses the same two nonnegative products and obtains the equality case by cancelling the nonzero factors 2Aπ² and 1 − t.
